# Strang splitting is exactly second order for noncommuting skew-Hermitian matrices

Let $A$ and $B$ be skew-Hermitian complex $n\times n$ matrices. The Strang step and the exact propagator,

$$S(t)=e^{tA/2}\,e^{tB}\,e^{tA/2},\qquad U(t)=e^{t(A+B)},$$

have the same power series through $t^3$ if and only if $AB=BA$. If $A$ and $B$ do not commute, the series agree through $t^2$ and differ at $t^3$.

The problem arises when a Hamiltonian $H=H_1+H_2$ has parts that are easy to exponentiate separately, such as kinetic and potential energy on a finite grid. With $A=-iH_1/\hbar$ and $B=-iH_2/\hbar$, $U(t)$ is the time evolution and $S(t)$ is one step of the split-operator method. For time-independent Hamiltonians in a finite basis, the result says that no special choice of noncommuting $H_1$ and $H_2$ raises the order of this step.

## The cubic error is one double commutator

Expand the three exponentials. The coefficients of $t^0$ and $t^1$ in $S$ are $1$ and $\tfrac12A+B+\tfrac12A=A+B$. The coefficient of $t^2$ is

$$\tfrac18A^2+\tfrac14A^2+\tfrac18A^2+\tfrac12AB+\tfrac12BA+\tfrac12B^2=\tfrac12(A+B)^2 ,$$

so $S$ and $U$ agree through second order for any $A$ and $B$. At third order,

$$S_3=\tfrac16A^3+\tfrac18A^2B+\tfrac14ABA+\tfrac18BA^2+\tfrac14AB^2+\tfrac14B^2A+\tfrac16B^3 ,$$

while $U_3=\tfrac16(A+B)^3$ gives each of the eight ordered products the weight $\tfrac16$. Subtracting,

$$S_3-U_3=-\tfrac1{24}\left(A^2B-2ABA+BA^2\right)+\tfrac1{12}\left(AB^2-2BAB+B^2A\right).$$

With $[Y,Z]=YZ-ZY$, the first bracket is $[A,[A,B]]$ and the second is $-[B,[A,B]]$. Hence

$$S_3-U_3=-\tfrac1{24}\,[A+2B,[A,B]].$$

Put $X=A+2B$. Since $B$ commutes with itself, $[X,B]=[A,B]$, and the defect becomes $-\tfrac1{24}[X,[X,B]]$.

## A vanishing double commutator makes the parts commute

Suppose the defect is zero, and let $C=[X,B]$. Then $XC=CX$. Taking adjoints gives $C^\dagger X^\dagger=X^\dagger C^\dagger$. As $A$ and $B$ are skew-Hermitian, $X^\dagger=-X$; the signs cancel, so $C^\dagger X=XC^\dagger$. By cyclicity of the trace,

$$\operatorname{tr}(C^\dagger C)=\operatorname{tr}(C^\dagger XB)-\operatorname{tr}(C^\dagger BX)
=\operatorname{tr}(C^\dagger XB)-\operatorname{tr}(XC^\dagger B)=0 .$$

The left side is $\sum_{ij}|C_{ij}|^2$, so $C=0$, that is, $[A,B]=0$. The argument also works for $X^\dagger=X$, which covers Hermitian $A$ and $B$, as in imaginary-time propagation.

Conversely, let $M$ and $N$ commute. The binomial theorem gives

$$\sum_{i+j=k}\frac{M^iN^j}{i!\,j!}=\frac1{k!}\sum_{i+j=k}\binom{k}{i}M^iN^j=\frac{(M+N)^k}{k!},$$

so their exponential series multiply to that of $M+N$. If $AB=BA$, two applications turn $S$ into the series of $\tfrac12A+B+\tfrac12A=A+B$, and the splitting is exact at every order.

## Propagators as power series with matrix coefficients

In Lean, the matrix indices run over a finite type `n`, and the entries are complex.

```lean
import Mathlib

open Matrix
open scoped ComplexOrder

namespace StrangSharpness

noncomputable section

variable {n : Type*} [Fintype n] [DecidableEq n]
```

The commutator has its usual sign.

```lean
/-- The commutator `[X, Y] = XY - YX` of two matrices. -/
def comm (X Y : Matrix n n ℂ) : Matrix n n ℂ := X * Y - Y * X
```

The propagator is represented by its list of Taylor coefficients $M^k/k!$. The variable $t$ is a formal symbol that commutes with all matrices.

```lean
/-- The propagator `exp(tM)` as a power series in the time `t`, with coefficients `M ^ k / k!`. -/
def expSeries (M : Matrix n n ℂ) : PowerSeries (Matrix n n ℂ) :=
  PowerSeries.mk fun k => ((k.factorial : ℂ)⁻¹) • M ^ k
```

The Strang step is a product of three such series, with the half steps of $A$ on the outside.

```lean
/-- One Strang step `exp(tA/2) exp(tB) exp(tA/2)` as a power series in `t`. -/
def strang (A B : Matrix n n ℂ) : PowerSeries (Matrix n n ℂ) :=
  expSeries ((1 / 2 : ℂ) • A) * expSeries B * expSeries ((1 / 2 : ℂ) • A)
```

Order is a statement about coefficients: `AgreeThrough p A B` says that those of $t^0,\dots,t^p$ coincide.

```lean
/-- The Strang step and the exact propagator `exp(t(A+B))` have the same coefficients
up to and including `t ^ p`. -/
def AgreeThrough (p : ℕ) (A B : Matrix n n ℂ) : Prop :=
  ∀ k ≤ p, PowerSeries.coeff k (strang A B) = PowerSeries.coeff k (expSeries (A + B))
```

What remains between this definition and a numerical time step is the passage from series to functions of $t$: matrix exponential series converge, so agreement through $t^p$ means a one-step error of $O(t^{p+1})$ as $t\to0$. That standard fact is used here only for interpretation. Unbounded operators on an infinite-dimensional space would need a separate treatment.

## Comparing coefficients through third order

The first lemma lists the low coefficients of a product of two series and of one exponential series. The product rule is a sum over pairs of exponents with a given total, and the proof writes out these pairs for totals 1, 2 and 3.

```lean
/-- The coefficients through third order of a product of two series in `t`, and those of
the propagator `exp(tM)`. -/
theorem low_coeffs :
    (∀ f g : PowerSeries (Matrix n n ℂ),
      f.coeff 0 * g.coeff 0 = (f * g).coeff 0 ∧
      f.coeff 0 * g.coeff 1 + f.coeff 1 * g.coeff 0 = (f * g).coeff 1 ∧
      f.coeff 0 * g.coeff 2 + (f.coeff 1 * g.coeff 1 + f.coeff 2 * g.coeff 0) =
        (f * g).coeff 2 ∧
      f.coeff 0 * g.coeff 3 + (f.coeff 1 * g.coeff 2 + (f.coeff 2 * g.coeff 1 +
        f.coeff 3 * g.coeff 0)) = (f * g).coeff 3) ∧
    (∀ M : Matrix n n ℂ, (expSeries M).coeff 0 = 1 ∧ (expSeries M).coeff 1 = M ∧
      (expSeries M).coeff 2 = (2 : ℂ)⁻¹ • (M * M) ∧
      (expSeries M).coeff 3 = (6 : ℂ)⁻¹ • (M * M * M)) := by
  constructor
  · intro f g
    refine ⟨?_, ?_, ?_, ?_⟩ <;> rw [PowerSeries.coeff_mul]
    · simp
    · rw [show Finset.HasAntidiagonal.antidiagonal (1 : ℕ) = {(0, 1), (1, 0)} from rfl]
      simp
    · rw [show Finset.HasAntidiagonal.antidiagonal (2 : ℕ) =
        {(0, 2), (1, 1), (2, 0)} from rfl]
      simp
    · rw [show Finset.HasAntidiagonal.antidiagonal (3 : ℕ) =
        {(0, 3), (1, 2), (2, 1), (3, 0)} from rfl]
      simp
  · intro M
    refine ⟨?_, ?_, ?_, ?_⟩ <;> rw [expSeries, PowerSeries.coeff_mk]
    · simp
    · simp
    · rw [pow_two, show Nat.factorial 2 = 2 from rfl, Nat.cast_ofNat]
    · rw [pow_three', show Nat.factorial 3 = 6 from rfl, Nat.cast_ofNat]
```

Second-order agreement needs no hypothesis on the matrices. `interval_cases` separates $k=0,1,2$, `simp only` expands the products, and `module` compares the numerical weights of the ordered products, as in the expansion above.

```lean
/-- For all matrices `A` and `B`, the Strang step agrees with the exact propagator
through second order in `t`. -/
theorem agreeThrough_two (A B : Matrix n n ℂ) : AgreeThrough 2 A B := by
  obtain ⟨hm, he⟩ := low_coeffs (n := n)
  have m0 := fun f g => (hm f g).1.symm
  have m1 := fun f g => (hm f g).2.1.symm
  have m2 := fun f g => (hm f g).2.2.1.symm
  intro k hk
  interval_cases k <;>
  simp only [strang, m0, m1, m2, he, one_mul, mul_one, mul_add, add_mul,
    smul_mul_assoc, mul_smul_comm, mul_assoc] <;>
  module
```

The same method at $k=3$ yields the defect formula, including its factor $-1/24$.

```lean
/-- The cubic coefficient of the Strang error is a single double commutator,
`-[X, [X, B]] / 24` with `X = A + 2B`. -/
theorem cubic_defect (A B : Matrix n n ℂ) :
    PowerSeries.coeff 3 (strang A B) - PowerSeries.coeff 3 (expSeries (A + B)) =
      (-1 / 24 : ℂ) • comm (A + (2 : ℂ) • B) (comm (A + (2 : ℂ) • B) B) := by
  obtain ⟨hm, he⟩ := low_coeffs (n := n)
  have m0 := fun f g => (hm f g).1.symm
  have m1 := fun f g => (hm f g).2.1.symm
  have m2 := fun f g => (hm f g).2.2.1.symm
  have m3 := fun f g => (hm f g).2.2.2.symm
  simp only [comm, strang, m0, m1, m2, m3, he, one_mul, mul_one, mul_add, add_mul,
    mul_sub, sub_mul, smul_mul_assoc, mul_smul_comm, mul_assoc]
  module
```

Since that factor is nonzero, third-order agreement is equivalent to $[X,[X,B]]=0$. In the reverse direction, the coefficients below the third come from `agreeThrough_two`. This equivalence holds for arbitrary complex matrices.

```lean
/-- For arbitrary matrices, agreement through third order means that
`[A + 2B, [A + 2B, B]]` vanishes. -/
theorem agreeThrough_three_iff (A B : Matrix n n ℂ) :
    AgreeThrough 3 A B ↔ comm (A + (2 : ℂ) • B) (comm (A + (2 : ℂ) • B) B) = 0 := by
  constructor
  · intro h
    have e := cubic_defect A B
    rw [h 3 le_rfl, sub_self] at e
    exact (smul_eq_zero.mp e.symm).resolve_left (by norm_num)
  · intro h k hk
    rcases Nat.lt_or_ge 2 k with h2 | h2
    · obtain rfl : k = 3 := by omega
      exact sub_eq_zero.mp (by rw [cubic_defect, h, smul_zero])
    · exact agreeThrough_two A B k h2
```

## The trace argument and the commuting case

The next lemma carries the step from $[X,[X,B]]=0$ to $[X,B]=0$. The symbol `ᴴ` is the conjugate transpose, written $\dagger$ above. The intermediate statement `h1` is $XC^\dagger=C^\dagger X$, obtained separately for the two signs in $X^\dagger=\pm X$. The `calc` block is the trace computation, and the Mathlib lemma applied before it says that $\operatorname{tr}(C^\dagger C)=0$ exactly when $C=0$.

```lean
omit [DecidableEq n] in
/-- If `X` is skew-Hermitian or Hermitian and commutes with `[X, B]`, then `X` commutes
with `B`. -/
theorem comm_eq_zero_of_double {X B : Matrix n n ℂ} (hX : Xᴴ = -X ∨ Xᴴ = X)
    (h : comm X (comm X B) = 0) : comm X B = 0 := by
  -- the adjoint of the commutator also commutes with `X`
  have h1 : X * (comm X B)ᴴ = (comm X B)ᴴ * X := by
    have h2 := congrArg conjTranspose (sub_eq_zero.mp h)
    rw [conjTranspose_mul, conjTranspose_mul] at h2
    rcases hX with hX | hX
    · rw [hX, mul_neg, neg_mul, neg_inj] at h2
      exact h2.symm
    · rw [hX] at h2
      exact h2.symm
  -- cyclicity of the trace makes the Hilbert-Schmidt norm of the commutator vanish
  apply Matrix.trace_conjTranspose_mul_self_eq_zero_iff.mp
  calc ((comm X B)ᴴ * comm X B).trace
      = ((comm X B)ᴴ * X * B).trace - ((comm X B)ᴴ * B * X).trace := by
        rw [← Matrix.trace_sub]
        congr 1
        conv_lhs => rw [show comm X B = X * B - B * X from rfl]
        rw [mul_sub, mul_assoc, mul_assoc]
        rfl
    _ = 0 := by
        rw [Matrix.trace_mul_comm ((comm X B)ᴴ * B) X, ← mul_assoc, h1, sub_self]
```

For commuting matrices, the local statement `hmul` is the product rule for exponential series. Its proof compares the coefficients of $t^k$, with `hc` supplying the identity $1/(i!\,j!)=\binom{i+j}{i}/(i+j)!$. The rule is then used twice, first for $\tfrac12A$ and $B$, then for $\tfrac12A+B$ and $\tfrac12A$.

```lean
/-- If `A` and `B` commute, the Strang step equals the exact propagator to all orders in `t`. -/
theorem strang_exact_of_commute {A B : Matrix n n ℂ} (h : A * B = B * A) :
    strang A B = expSeries (A + B) := by
  -- exponential series of commuting matrices multiply, by the binomial theorem
  have hmul : ∀ {M N : Matrix n n ℂ}, Commute M N →
      expSeries M * expSeries N = expSeries (M + N) := by
    intro M N hMN
    ext1 k
    simp only [expSeries, PowerSeries.coeff_mul, PowerSeries.coeff_mk]
    rw [hMN.add_pow', Finset.smul_sum]
    refine Finset.sum_congr rfl ?_
    rintro ⟨i, j⟩ hij
    obtain rfl : i + j = k := by simpa using hij
    have hi : (i.factorial : ℂ) ≠ 0 := by exact_mod_cast i.factorial_ne_zero
    have hj : (j.factorial : ℂ) ≠ 0 := by exact_mod_cast j.factorial_ne_zero
    have hk : ((i + j).factorial : ℂ) ≠ 0 := by exact_mod_cast (i + j).factorial_ne_zero
    have hc : (i.factorial : ℂ)⁻¹ * (j.factorial : ℂ)⁻¹ =
        ((i + j).factorial : ℂ)⁻¹ * ((i + j).choose i : ℂ) := by
      rw [Nat.cast_add_choose ℂ]
      field_simp
    rw [← Nat.cast_smul_eq_nsmul ℂ, smul_smul, ← hc, smul_mul_assoc, mul_smul_comm, smul_smul]
  have hP : Commute ((1 / 2 : ℂ) • A) B := Commute.smul_left h _
  rw [strang, hmul hP, hmul ((Commute.refl _).add_left hP.symm)]
  congr 1
  module
```

## Third-order agreement is equivalent to commutation

The main theorem takes $A$ and $B$ either both skew-Hermitian or both Hermitian. The first case stands for real time, where Hermitian Hamiltonians make the propagators unitary; the second stands for imaginary time, with $A=-H_1$ and $B=-H_2$. A mixed pair, one nonzero matrix of each kind, does not satisfy the hypothesis.

The proof first shows that $X=A+2B$ inherits the symmetry (`hX`). For the forward direction it applies the trace lemma and then the identity $[X,B]=[A,B]$, called `e`. The reverse direction is the exactness result.

```lean
/-- Strang sharpness: for `A` and `B` both skew-Hermitian (real time) or both Hermitian
(imaginary time), the Strang step agrees with the exact propagator through `t ^ 3`
if and only if `AB = BA`. -/
theorem strang_third_order_iff {A B : Matrix n n ℂ}
    (hAB : (Aᴴ = -A ∧ Bᴴ = -B) ∨ (Aᴴ = A ∧ Bᴴ = B)) :
    AgreeThrough 3 A B ↔ A * B = B * A := by
  have h2 : star (2 : ℂ) = 2 := by simp
  have hX : (A + (2 : ℂ) • B)ᴴ = -(A + (2 : ℂ) • B) ∨
      (A + (2 : ℂ) • B)ᴴ = A + (2 : ℂ) • B := by
    rw [conjTranspose_add, conjTranspose_smul, h2]
    rcases hAB with ⟨hA, hB⟩ | ⟨hA, hB⟩
    · left
      rw [hA, hB]
      module
    · right
      rw [hA, hB]
  constructor
  · intro h
    have h0 := comm_eq_zero_of_double hX ((agreeThrough_three_iff A B).mp h)
    -- the part `2B` of `X` drops out of the commutator with `B`
    have e : comm (A + (2 : ℂ) • B) B = A * B - B * A := by
      simp only [comm, add_mul, mul_add, smul_mul_assoc, mul_smul_comm]
      module
    exact sub_eq_zero.mp (e.symm.trans h0)
  · intro h k _
    rw [strang_exact_of_commute h]
```

For noncommuting skew-Hermitian matrices this fixes the order. If the series agreed through some $p\ge3$, they would agree through $t^3$, and the matrices would commute. For $p\le2$, agreement was already established.

```lean
/-- For noncommuting skew-Hermitian `A` and `B`, the Strang step agrees with the exact
propagator through `t ^ p` exactly when `p ≤ 2`. -/
theorem strang_order_exactly_two {A B : Matrix n n ℂ} (hA : Aᴴ = -A) (hB : Bᴴ = -B)
    (hne : A * B ≠ B * A) (p : ℕ) : AgreeThrough p A B ↔ p ≤ 2 := by
  constructor
  · intro h
    by_contra hp
    exact hne ((strang_third_order_iff (Or.inl ⟨hA, hB⟩)).mp fun k hk => h k (by omega))
  · intro hp k hk
    exact agreeThrough_two A B k (hk.trans hp)
```

The theorem compares whole propagators, so a particular initial state may still see a smaller error.

## Two pairs of 2×2 matrices

The matrices below are $i\sigma_y$ and $i\sigma_z$, with $\sigma_y$ and $\sigma_z$ the Pauli matrices. Up to scale and sign, they generate the precession of a spin-½ in fields along $y$ and $z$. The code checks that they are skew-Hermitian and do not commute, so they meet the hypotheses of the preceding theorem. Noncommutation is read off from the imaginary part of the upper right entry, which is $-1$ in one product and $+1$ in the other.

```lean
/-- The matrices `!![0, 1; -1, 0]` and `!![i, 0; 0, -i]` are skew-Hermitian and
do not commute. -/
theorem strang_order_exactly_two_witness :
    (!![0, 1; -1, 0] : Matrix (Fin 2) (Fin 2) ℂ)ᴴ = -!![0, 1; -1, 0] ∧
    (!![Complex.I, 0; 0, -Complex.I] : Matrix (Fin 2) (Fin 2) ℂ)ᴴ =
      -!![Complex.I, 0; 0, -Complex.I] ∧
    (!![0, 1; -1, 0] : Matrix (Fin 2) (Fin 2) ℂ) * !![Complex.I, 0; 0, -Complex.I] ≠
      !![Complex.I, 0; 0, -Complex.I] * !![0, 1; -1, 0] := by
  refine ⟨?_, ?_, ?_⟩
  · ext i j
    fin_cases i <;> fin_cases j <;> simp
  · ext i j
    fin_cases i <;> fin_cases j <;> simp
  · intro h
    have h01 := congrArg (fun M : Matrix (Fin 2) (Fin 2) ℂ => (M 0 1).im) h
    norm_num [Matrix.mul_apply, Fin.sum_univ_succ] at h01
```

The second pair shows that the equivalence fails for general matrices, even when $B$ is Hermitian. With

$$A=\begin{pmatrix}-2&1\\0&0\end{pmatrix},\qquad B=\begin{pmatrix}1&0\\0&0\end{pmatrix},\qquad
X=A+2B=\begin{pmatrix}0&1\\0&0\end{pmatrix},$$

one finds $XB=0$ and $BX=X$, so $[X,B]=-X$. This commutes with $X$ without being zero. The cubic defect therefore vanishes although $[A,B]=-X\ne0$. The Lean proof evaluates the double commutator entry by entry and compares the upper right entries of $AB$ and $BA$.

```lean
/-- For general matrices the equivalence fails: `!![-2, 1; 0, 0]` and `!![1, 0; 0, 0]` do not
commute, yet their Strang step agrees with the exact propagator through `t ^ 3`. -/
theorem general_matrices_counterexample :
    AgreeThrough 3 (!![-2, 1; 0, 0] : Matrix (Fin 2) (Fin 2) ℂ) !![1, 0; 0, 0] ∧
    (!![-2, 1; 0, 0] : Matrix (Fin 2) (Fin 2) ℂ) * !![1, 0; 0, 0] ≠
      !![1, 0; 0, 0] * !![-2, 1; 0, 0] := by
  constructor
  · rw [agreeThrough_three_iff]
    ext i j
    fin_cases i <;> fin_cases j <;> simp [comm]
  · intro h
    have h01 := congrArg (fun M : Matrix (Fin 2) (Fin 2) ℂ => M 0 1) h
    norm_num [Matrix.mul_apply, Fin.sum_univ_succ] at h01

end

end StrangSharpness
```

```lean
#print axioms StrangSharpness.strang_order_exactly_two
#print axioms StrangSharpness.general_matrices_counterexample
```

```
'StrangSharpness.strang_order_exactly_two' depends on axioms: [propext, Classical.choice, Quot.sound]
'StrangSharpness.general_matrices_counterexample' depends on axioms: [propext, Classical.choice, Quot.sound]
```
